# In a scalar response model with au > 1, the Hubbard-parameter estimate under plain SCF updates tends to the inverse bare response

The model is linear and scalar: with real `a` and `u`, the response starts at the bare value −a, and each plain SCF update replaces χ by −a(1 + uχ). The Hubbard parameter is estimated after k updates as the inverse bare response minus the inverse current response. The lemma `estimate_tendsto_of_one_lt` states that if au > 1, this estimate tends to −1/a as k grows. The proof uses the closed form of the response as a geometric sum to write the inverse response in terms of powers of (−au)⁻¹, which tend to zero.

In Lean, a first try:

```lean
import Mathlib

open Filter Topology

namespace EstimateTendstoOfOneLt

noncomputable section

/-- The response after `k` plain SCF updates, starting from the bare response `-a`. -/
def response (a u : ℝ) : ℕ → ℝ
  | 0 => -a
  | k + 1 => -a * (1 + u * response a u k)

/-- The linear-response estimate of the Hubbard parameter after `k` updates: inverse bare
response minus inverse current response, for nonzero responses. -/
def estimate (a u : ℝ) (k : ℕ) : ℝ :=
  1 / response a u 0 - 1 / response a u k

/-- The response after `k` updates is a geometric sum in `-(a * u)`, written here without
division. -/
theorem response_closed (a u : ℝ) (k : ℕ) :
    (1 + a * u) * response a u k = -a * (1 - (-(a * u)) ^ (k + 1)) := by
  induction k with
  | zero => simp only [response]; ring
  | succ k ih =>
    simp only [response]
    linear_combination (-(a * u)) * ih

/-- If `a * u > 1`, the estimate tends to `-1 / a`. -/
theorem estimate_tendsto_of_one_lt {a u : ℝ} (h : 1 < a * u) :
    Tendsto (estimate a u) atTop (𝓝 (-1 / a)) := by
  have ha : a ≠ 0 := by
    rintro rfl
    linarith [zero_mul u]
  have hq : -(a * u) ≠ 0 := by linarith |> ne_of_lt
  have hs : |(-(a * u))⁻¹| < 1 := by
    rw [abs_inv, abs_neg, abs_of_pos (by linarith)]
    exact inv_lt_one_of_one_lt₀ h
  have h0 : Tendsto (fun k : ℕ => ((-(a * u))⁻¹) ^ (k + 1)) atTop (𝓝 0) :=
    (tendsto_pow_atTop_nhds_zero_of_abs_lt_one hs).comp (tendsto_add_atTop_nat 1)
  have ht := ((h0.div (h0.sub_const 1) (by norm_num)).const_mul
    (-(1 + a * u) / a)).const_sub (-1 / a)
  rw [zero_div, mul_zero, sub_zero] at ht
  refine ht.congr fun k => ?_
  -- express the inverse response through the decaying inverse powers
  have hsr : ((-(a * u))⁻¹) ^ (k + 1) * (-(a * u)) ^ (k + 1) = 1 := by
    rw [← mul_pow, inv_mul_cancel₀ hq, one_pow]
  have hs1 : ((-(a * u))⁻¹) ^ (k + 1) - 1 ≠ 0 := by
    have hlt : ((-(a * u))⁻¹) ^ (k + 1) < 1 := by
      refine lt_of_le_of_lt (le_abs_self _) ?_
      rw [abs_pow]
      exact pow_lt_one₀ (abs_nonneg _) hs (Nat.succ_ne_zero k)
    exact (sub_neg.mpr hlt).ne
  have hc := response_closed a u k
  simp only [estimate, Pi.div_apply, show response a u 0 = -a from rfl]
  generalize ((-(a * u))⁻¹) ^ (k + 1) = s at *
  generalize (-(a * u)) ^ (k + 1) = r at *
  have key : a * (s - 1) = -(1 + a * u) * s * response a u k := by
    linear_combination s * hc - a * hsr
  have hy : response a u k ≠ 0 := by
    intro hy
    rw [hy, mul_zero] at key
    exact mul_ne_zero ha hs1 key
  have hinv : 1 / response a u k = -(1 + a * u) / a * (s / (s - 1)) := by
    rw [div_mul_div_comm, div_eq_div_iff hy (mul_ne_zero ha hs1), one_mul]
    exact key
  rw [hinv, div_neg, neg_div]

end

end EstimateTendstoOfOneLt
```

Messages:

```
Main.lean:59:4: error: ring failed, ring expressions not equal
a u : ℝ
h : 1 < a * u
ha : a ≠ 0
hq : -(a * u) ≠ 0
hs : |(-(a * u))⁻¹| < 1
h0 : Tendsto (fun k => (-(a * u))⁻¹ ^ (k + 1)) atTop (𝓝 0)
ht :
  Tendsto
    (fun x => -1 / a - -(1 + a * u) / a * ((fun k => (-(a * u))⁻¹ ^ (k + 1)) / fun x => (-(a * u))⁻¹ ^ (x + 1) - 1) x)
    atTop (𝓝 (-1 / a))
k : ℕ
s : ℝ
hs1 : s - 1 ≠ 0
r : ℝ
hc : (1 + a * u) * response a u k = -a * (1 - r)
hsr : s * r = 1
⊢ -(a * 2) + a * s * r * 2 = 0
```

Diagnosis. The error is a wrong sign in the proof of `key`. There s and r stand for the (k+1)-th powers of (−au)⁻¹ and −au, so `hsr` says that sr = 1. `linear_combination` subtracts the given combination of hypotheses from the goal and leaves `ring` to show that the remainder vanishes identically.

Once `s * hc` is subtracted, what remains of the goal is a(sr − 1), which is exactly `a * hsr`. The attempt has `- a * hsr`, which doubles this term instead of cancelling it, and the message shows the result, −2a + 2asr = 0. That equation does follow from `hsr`, but `ring` does not use hypotheses, so it fails. Changing the sign to `+ a * hsr` makes the remainder zero.

The other two changes are tidying, since Lean reports no error at those places. One states the inequality behind `hq` explicitly, and the other names the identity 1/(−a) = −1/a before the final rewrite.

The repair, with which the file compiles:

```diff
@@ -33,5 +33,5 @@
     rintro rfl
     linarith [zero_mul u]
-  have hq : -(a * u) ≠ 0 := by linarith |> ne_of_lt
+  have hq : -(a * u) ≠ 0 := (show -(a * u) < 0 by linarith).ne
   have hs : |(-(a * u))⁻¹| < 1 := by
     rw [abs_inv, abs_neg, abs_of_pos (by linarith)]
@@ -57,5 +57,5 @@
   generalize (-(a * u)) ^ (k + 1) = r at *
   have key : a * (s - 1) = -(1 + a * u) * s * response a u k := by
-    linear_combination s * hc - a * hsr
+    linear_combination s * hc + a * hsr
   have hy : response a u k ≠ 0 := by
     intro hy
@@ -65,5 +65,6 @@
     rw [div_mul_div_comm, div_eq_div_iff hy (mul_ne_zero ha hs1), one_mul]
     exact key
-  rw [hinv, div_neg, neg_div]
+  have hbare : 1 / (-a) = -1 / a := by rw [div_neg, neg_div]
+  rw [hinv, hbare]
 
 end
```
